# A finite alternant skeleton is $d$-regular exactly when its bonds split into $d$ disjoint Kekulé structures

In a conjugated carbon framework each atom contributes one π electron, and a Kekulé structure pairs the atoms off along bonds, so that every atom belongs to exactly one double bond. Some bonds are never chosen: the central bond of butadiene is single in the only structure the molecule has. The question arises whether this can happen in a closed cage, where every atom has three neighbours. For a finite alternant skeleton in which every atom has the same number $d$ of neighbours it cannot, because the bonds split into $d$ Kekulé structures with no bond in common. In a resonance description that includes all Kekulé structures and no others, a purely combinatorial model without energies or weights, such a skeleton therefore has no bond that is single in every contributing structure. The examples below that show a conclusion failing are not among the Lean theorems.

## Two finite classes of atoms, bonded only across the classes

A skeleton is alternant when its atoms divide into a starred class $\alpha$ and an unstarred class $\beta$ with every bond joining the two, which is the same as having no odd ring. In Lean this condition is the type of the bond set: $E$ is a `Finset (α × β)`, and a pair $(a,b)\in E$ is a bond from starred $a$ to unstarred $b$. A bond inside one class cannot be written down, and since $E$ is a set, two atoms are joined at most once. Both classes are finite. Geometry, planarity and connectedness are not assumed, and hydrogens are not atoms of the skeleton. The valence of an atom means here its number of neighbours in the skeleton, not the chemical valence four of carbon, so every atom of benzene has valence two.

```lean
import Mathlib

open Finset

namespace AlternantKekule

variable {α β : Type*} [Fintype α] [Fintype β] [DecidableEq α] [DecidableEq β]
```

Write $\Gamma(a)=\{b:(a,b)\in E\}$ and $\Gamma(b)=\{a:(a,b)\in E\}$ for the partners of an atom. These are `starredNbrs E a` and `unstarredNbrs E b`.

```lean
/-- The unstarred atoms bonded to the starred atom `a` in the bond set `E`. -/
def starredNbrs (E : Finset (α × β)) (a : α) : Finset β :=
  univ.filter fun b => (a, b) ∈ E

/-- The starred atoms bonded to the unstarred atom `b` in the bond set `E`. -/
def unstarredNbrs (E : Finset (α × β)) (b : β) : Finset α :=
  univ.filter fun a => (a, b) ∈ E
```

The derivation uses alternancy whenever it counts each bond once from its starred end and once from its unstarred end. With odd rings the conclusion can fail: a three-membered ring has valence two and no Kekulé structure, and the trivalent Petersen graph does not split into three. Fullerenes contain pentagons and are not covered.

## Valence, Kekulé structure and factorization

`IsValenceRegular E d` says $|\Gamma(a)|=d$ for every $a$ and $|\Gamma(b)|=d$ for every $b$. For a proof `h` of it, these halves are `h.1` and `h.2`.

```lean
/-- Every atom, starred or unstarred, has exactly `d` bonded partners. -/
def IsValenceRegular (E : Finset (α × β)) (d : ℕ) : Prop :=
  (∀ a, (starredNbrs E a).card = d) ∧ ∀ b, (unstarredNbrs E b).card = d
```

`IsKekule E M` says that the set $M$ of double bonds lies in $E$ and that each atom of either class lies in exactly one bond of $M$, which excludes unpaired atoms.

```lean
/-- A Kekulé structure (perfect matching): a set `M` of bonds of `E`, the double bonds,
such that every atom lies in exactly one of them. -/
def IsKekule (E M : Finset (α × β)) : Prop :=
  M ⊆ E ∧ (∀ a, ∃! b, (a, b) ∈ M) ∧ ∀ b, ∃! a, (a, b) ∈ M
```

A factorization is a family $M_0,\dots,M_{d-1}$, indexed by `Fin d`, of Kekulé structures that are pairwise disjoint and have union $E$. The number $K(E)$ of all Kekulé structures is `kekuleCount E`, and `cube` is a concrete skeleton used at the end.

```lean
/-- The bond set `E` is the disjoint union of the `d` Kekulé structures `M i`. -/
def IsFactorization (E : Finset (α × β)) {d : ℕ} (M : Fin d → Finset (α × β)) : Prop :=
  (∀ i, IsKekule E (M i)) ∧ (∀ i j, i ≠ j → Disjoint (M i) (M j)) ∧ univ.biUnion M = E

open Classical in
/-- The number of Kekulé structures of the bond set `E`. -/
noncomputable def kekuleCount (E : Finset (α × β)) : ℕ :=
  (E.powerset.filter fun M => IsKekule E M).card

/-- Four starred and four unstarred atoms, each bonded to the atoms of the other class
with a different label (the cube graph). -/
def cube : Finset (Fin 4 × Fin 4) :=
  univ.filter fun p => p.1 ≠ p.2
```

## The same valence on both classes

Regularity means that all atoms have the same number of partners. Ethylene has $d=1$ and benzene $d=2$, while $d=3$ is met by a trivalent alternant cage or by a honeycomb cell with periodic boundaries, large enough that no pair of atoms is bonded twice. In the proof that a Kekulé structure exists, regularity enters through two counts. The first sums the bonds from either end,

$$d\,|\alpha|=\sum_{a}|\Gamma(a)|=|E|=\sum_{b}|\Gamma(b)|=d\,|\beta|,$$

and for $d\ge1$ this gives $|\alpha|=|\beta|$. In `card_classes_eq` the identity is `key`, obtained from `Finset.card_mul_eq_card_mul` with both halves of `h` as exact equalities.

```lean
variable {E : Finset (α × β)} {d : ℕ}

/-- A `d`-regular alternant skeleton with `d ≥ 1` has as many starred as unstarred atoms. -/
theorem card_classes_eq (h : IsValenceRegular E d) (hd : 1 ≤ d) :
    Fintype.card α = Fintype.card β := by
  -- count the bonds from either end
  have key : (univ : Finset α).card * d = (univ : Finset β).card * d :=
    Finset.card_mul_eq_card_mul (fun a b => (a, b) ∈ E) (fun a _ => h.1 a) (fun b _ => h.2 b)
  exact Nat.eq_of_mul_eq_mul_right hd key
```

The second count takes a set $s\subseteq\alpha$ and its neighbourhood $\Gamma(s)=\bigcup_{a\in s}\Gamma(a)$. Exactly $d\,|s|$ bonds leave $s$, all of them end in $\Gamma(s)$, and each atom of $\Gamma(s)$ receives at most $d$. Hence $d\,|s|\le d\,|\Gamma(s)|$, and $|s|\le|\Gamma(s)|$ for $d\ge1$, which is Hall's condition. The proof uses one inequality from each half: `(h.1 a).ge` gives at least $d$ bonds from $a\in s$ into $\Gamma(s)$, and `(h.2 b).le` gives at most $d$ bonds from $s$ into $b$.

```lean
/-- In a `d`-regular alternant skeleton with `d ≥ 1`, any set of starred atoms has at least
as many unstarred neighbours as it has members. -/
theorem hall_condition (h : IsValenceRegular E d) (hd : 1 ≤ d) (s : Finset α) :
    s.card ≤ (s.biUnion (starredNbrs E)).card := by
  -- the bonds leaving `s` are among the bonds entering its neighbourhood
  have key : s.card * d ≤ (s.biUnion (starredNbrs E)).card * d := by
    apply Finset.card_mul_le_card_mul (fun a b => (a, b) ∈ E)
    · intro a ha
      refine (h.1 a).ge.trans (card_le_card ?_)
      intro b hb
      have hb' : (a, b) ∈ E := by simpa [starredNbrs] using hb
      exact mem_filter.2 ⟨mem_biUnion.2 ⟨a, ha, hb⟩, hb'⟩
    · intro b _
      refine le_trans (card_le_card ?_) (h.2 b).le
      intro a ha
      exact mem_filter.2 ⟨mem_univ _, (mem_filter.1 ha).2⟩
  exact Nat.le_of_mul_le_mul_right key hd
```

Regularity of one class is not enough. In allyl, with the two end atoms starred, every starred atom has one partner, the two share it, and no Kekulé structure exists. Molecules such as naphthalene, with valences two and three, fall outside the hypothesis.

## At least one bond per atom

The condition `hd : 1 ≤ d` excludes a collection of isolated atoms. In both counts above it serves only to cancel the factor $d$, through `Nat.eq_of_mul_eq_mul_right hd key` and `Nat.le_of_mul_le_mul_right key hd`. At $d=0$ one starred atom with no unstarred atom is regular, yet the classes differ in size, Hall's condition fails and no Kekulé structure exists.

With $d\ge1$, Hall's marriage theorem turns the condition $|s|\le|\Gamma(s)|$ into an injective map $f:\alpha\to\beta$ with $f(a)\in\Gamma(a)$. An injective map between finite sets of equal size is onto, so $M=\{(a,b): f(a)=b\}$ consists of bonds, gives each $a$ the single partner $f(a)$, and gives each $b$ its single preimage. Hall's theorem is taken from Mathlib as `Finset.all_card_le_biUnion_card_iff_exists_injective`, and `Fintype.bijective_iff_injective_and_card` supplies bijectivity. Finiteness is used at this step: on an infinite lattice an injective map need not be onto, so the argument does not reach an infinite graphene sheet.

```lean
/-- A `d`-regular alternant skeleton with `d ≥ 1` has a Kekulé structure. -/
theorem exists_kekule (h : IsValenceRegular E d) (hd : 1 ≤ d) : ∃ M, IsKekule E M := by
  -- Hall's theorem chooses distinct partners; equal class sizes make the choice onto
  obtain ⟨f, hinj, hf⟩ :=
    (Finset.all_card_le_biUnion_card_iff_exists_injective (starredNbrs E)).1
      (hall_condition h hd)
  have hbij : Function.Bijective f :=
    (Fintype.bijective_iff_injective_and_card f).2 ⟨hinj, card_classes_eq h hd⟩
  refine ⟨univ.filter fun p => f p.1 = p.2, ?_, fun a => ?_, fun b => ?_⟩
  · rintro ⟨a, b⟩ hp
    have hab : f a = b := (mem_filter.1 hp).2
    subst hab
    simpa [starredNbrs] using hf a
  · exact ⟨f a, mem_filter.2 ⟨mem_univ _, rfl⟩, fun b hb => (mem_filter.1 hb).2.symm⟩
  · obtain ⟨a, ha⟩ := hbij.2 b
    exact ⟨a, mem_filter.2 ⟨mem_univ _, ha⟩,
      fun a' h' => hinj ((mem_filter.1 h').2.trans ha.symm)⟩
```

## Exact valence survives the removal of a Kekulé structure

Let $E$ be $(d+1)$-regular and $M$ a Kekulé structure of it. A starred atom $a$ has one partner $b_0$ in $M$, and $b_0\in\Gamma(a)$ because $M\subseteq E$. Its partners in $E\setminus M$ are therefore $\Gamma(a)\setminus\{b_0\}$, which number $(d+1)-1=d$, and the same holds for unstarred atoms. In `regular_sdiff` the set identity is `e`, proved from the uniqueness `hu` of the partner, and `card_erase_of_mem` does the subtraction.

```lean
/-- Deleting the double bonds of a Kekulé structure from a `(d+1)`-regular skeleton leaves
a `d`-regular skeleton. -/
theorem regular_sdiff {M : Finset (α × β)} (h : IsValenceRegular E (d + 1))
    (hM : IsKekule E M) : IsValenceRegular (E \ M) d := by
  refine ⟨fun a => ?_, fun b => ?_⟩
  · obtain ⟨b0, hb0, hu⟩ := hM.2.1 a
    have hb0' : (a, b0) ∈ M := hb0
    have e : starredNbrs (E \ M) a = (starredNbrs E a).erase b0 := by
      ext b
      simp only [starredNbrs, mem_filter, mem_univ, true_and, mem_sdiff, mem_erase]
      exact ⟨fun hb => ⟨fun e => hb.2 (by rw [e]; exact hb0'), hb.1⟩,
        fun hb => ⟨hb.2, fun e => hb.1 (hu b e)⟩⟩
    have hm : b0 ∈ starredNbrs E a := by simpa [starredNbrs] using hM.1 hb0'
    rw [e, card_erase_of_mem hm, h.1 a, Nat.add_sub_cancel]
  · obtain ⟨a0, ha0, hu⟩ := hM.2.2 b
    have ha0' : (a0, b) ∈ M := ha0
    have e : unstarredNbrs (E \ M) b = (unstarredNbrs E b).erase a0 := by
      ext a
      simp only [unstarredNbrs, mem_filter, mem_univ, true_and, mem_sdiff, mem_erase]
      exact ⟨fun ha => ⟨fun e => ha.2 (by rw [e]; exact ha0'), ha.1⟩,
        fun ha => ⟨ha.2, fun e => ha.1 (hu a e)⟩⟩
    have hm : a0 ∈ unstarredNbrs E b := by simpa [unstarredNbrs] using hM.1 ha0'
    rw [e, card_erase_of_mem hm, h.2 b, Nat.add_sub_cancel]
```

Induction on $d$ now gives the factorization. For $d=0$ every $\Gamma(a)$ is empty, so $E$ is empty and equals the union of the empty family. For valence $d+1$, choose a Kekulé structure $M_0$ and split the $d$-regular remainder $E\setminus M_0$ into $N_0,\dots,N_{d-1}$. Each $N_i$ lies in $E\setminus M_0$, so it is a Kekulé structure of $E$ and is disjoint from $M_0$, and $M_0\cup\bigcup_i N_i=M_0\cup(E\setminus M_0)=E$. Setting $M_{i+1}=N_i$ completes the family, which Lean writes as `Fin.cons M0 N`. The clause `generalizing E` allows the induction hypothesis to be applied to the smaller bond set. The theorem carries no condition $d\ge1$, since a structure is requested only at valence $d+1$, where `Nat.le_add_left 1 d` provides it.

```lean
/-- The bond set of a `d`-regular alternant skeleton is a disjoint union of `d` Kekulé
structures. -/
theorem exists_factorization (h : IsValenceRegular E d) :
    ∃ M : Fin d → Finset (α × β), IsFactorization E M := by
  induction d generalizing E with
  | zero =>
    refine ⟨fun i => i.elim0, fun i => i.elim0, fun i => i.elim0, ?_⟩
    ext ⟨a, b⟩
    rw [mem_biUnion]
    constructor
    · rintro ⟨i, _⟩
      exact i.elim0
    · intro hab
      have hb : b ∈ starredNbrs E a := by simpa [starredNbrs] using hab
      rw [card_eq_zero.1 (h.1 a)] at hb
      simp at hb
  | succ d ih =>
    -- peel off one Kekulé structure and factorize the remainder
    obtain ⟨M0, hM0⟩ := exists_kekule h (Nat.le_add_left 1 d)
    obtain ⟨N, hN, hD, hU⟩ := ih (regular_sdiff h hM0)
    have h0 : ∀ i, Disjoint M0 (N i) := fun i =>
      Finset.disjoint_left.2 fun e h0 hi => (mem_sdiff.1 ((hN i).1 hi)).2 h0
    refine ⟨(Fin.cons M0 N : Fin (d + 1) → Finset (α × β)), fun i => ?_, fun i j => ?_, ?_⟩
    · rcases Fin.eq_zero_or_eq_succ i with rfl | ⟨i, rfl⟩
      · simpa only [Fin.cons_zero] using hM0
      · simp only [Fin.cons_succ]
        exact ⟨fun e he => (mem_sdiff.1 ((hN i).1 he)).1, (hN i).2⟩
    · rcases Fin.eq_zero_or_eq_succ i with rfl | ⟨i, rfl⟩ <;>
        rcases Fin.eq_zero_or_eq_succ j with rfl | ⟨j, rfl⟩ <;> intro hij
      · exact absurd rfl hij
      · simpa only [Fin.cons_zero, Fin.cons_succ] using h0 j
      · simpa only [Fin.cons_zero, Fin.cons_succ] using (h0 i).symm
      · simpa only [Fin.cons_succ] using hD i j fun e => hij (by rw [e])
    · ext e
      simp only [mem_biUnion, mem_univ, true_and, Fin.exists_fin_succ, Fin.cons_zero,
        Fin.cons_succ]
      have hu : (∃ i, e ∈ N i) ↔ e ∈ E \ M0 := by
        rw [← hU]
        simp only [mem_biUnion, mem_univ, true_and]
      have hs : e ∈ M0 → e ∈ E := fun he => hM0.1 he
      rw [hu, mem_sdiff]
      tauto
```

This is the regular case, without multiple edges, of König's edge-colouring theorem for bipartite graphs. Skeletons of unequal valence, where the colour classes leave some atoms unpaired, are not treated.

## Disjoint structures that cover the bonds fix the valence

Conversely, let $M_0,\dots,M_{d-1}$ be a factorization, fix a starred atom $a$, and let $f(i)$ be its partner in $M_i$. If $f(i)=f(j)$ with $i\ne j$, the bond $(a,f(i))$ lies in both $M_i$ and $M_j$, against disjointness, so $f$ is injective. Each $(a,f(i))$ is a bond of $E$, and every bond at $a$ lies in some $M_i$ and there equals $(a,f(i))$, so $\Gamma(a)$ is the image of $f$ and has $d$ elements. In the proof `choose` produces $f$, `inj` uses the disjointness `hD`, and `e` uses the covering `hU` through `hE`. The argument is then repeated for unstarred atoms.

```lean
/-- An alternant skeleton is `d`-regular if and only if its bond set is a disjoint union of
`d` Kekulé structures. -/
theorem regular_iff_factorization :
    IsValenceRegular E d ↔ ∃ M : Fin d → Finset (α × β), IsFactorization E M := by
  refine ⟨exists_factorization, ?_⟩
  rintro ⟨M, hM, hD, hU⟩
  have hE : ∀ e, e ∈ E ↔ ∃ i, e ∈ M i := fun e => by
    rw [← hU]
    simp only [mem_biUnion, mem_univ, true_and]
  -- each atom has one partner per structure, and these partners are distinct
  refine ⟨fun a => ?_, fun b => ?_⟩
  · have hx : ∀ i, ∃ b, (a, b) ∈ M i ∧ ∀ y, (a, y) ∈ M i → y = b := fun i => (hM i).2.1 a
    choose f hf hu using hx
    have inj : Function.Injective f := fun i j hij => by
      by_contra hne
      exact Finset.disjoint_left.1 (hD i j hne) (hf i) (by rw [hij]; exact hf j)
    have e : starredNbrs E a = univ.image f := by
      ext b
      simp only [starredNbrs, mem_filter, mem_univ, true_and, mem_image, hE]
      exact ⟨fun ⟨i, hi⟩ => ⟨i, (hu i b hi).symm⟩, fun ⟨i, hi⟩ => ⟨i, by rw [← hi]; exact hf i⟩⟩
    rw [e, card_image_of_injective _ inj, card_univ, Fintype.card_fin]
  · have hx : ∀ i, ∃ a, (a, b) ∈ M i ∧ ∀ y, (y, b) ∈ M i → y = a := fun i => (hM i).2.2 b
    choose f hf hu using hx
    have inj : Function.Injective f := fun i j hij => by
      by_contra hne
      exact Finset.disjoint_left.1 (hD i j hne) (hf i) (by rw [hij]; exact hf j)
    have e : unstarredNbrs E b = univ.image f := by
      ext a
      simp only [unstarredNbrs, mem_filter, mem_univ, true_and, mem_image, hE]
      exact ⟨fun ⟨i, hi⟩ => ⟨i, (hu i a hi).symm⟩, fun ⟨i, hi⟩ => ⟨i, by rw [← hi]; exact hf i⟩⟩
    rw [e, card_image_of_injective _ inj, card_univ, Fintype.card_fin]
```

The equivalence shows that regularity is necessary for a factorization, not merely sufficient. Both conditions on the family matter in this direction. Listing the single structure of ethylene twice covers its bond with $d=2$ although the valence is one, and one benzene structure alone is a disjoint family with $d=1$ although the valence is two.

## Valence three

For $d=3$ there are Kekulé structures $M_0,M_1,M_2$ such that every bond is double in exactly one of them. Covering gives an index $i$ with the bond in $M_i$, and disjointness makes it unique. The uniqueness refers to these three structures, and the bond may also be double in others.

```lean
/-- A trivalent alternant skeleton has three Kekulé structures such that every bond is
double in exactly one of them. -/
theorem trivalent_bond_double (h : IsValenceRegular E 3) :
    ∃ M : Fin 3 → Finset (α × β), (∀ i, IsKekule E (M i)) ∧ ∀ e ∈ E, ∃! i, e ∈ M i := by
  obtain ⟨M, hM, hD, hU⟩ := exists_factorization h
  refine ⟨M, hM, fun e he => ?_⟩
  rw [← hU] at he
  obtain ⟨i, _, hi⟩ := mem_biUnion.1 he
  refine ⟨i, hi, fun j hj => ?_⟩
  by_contra hne
  exact Finset.disjoint_left.1 (hD j i hne) hj hi
```

## At least one starred atom

The bound $d\le K(E)$ needs the $d$ structures to be different, and `[Nonempty α]` states that the molecule has a starred atom. That atom, `Classical.arbitrary α`, has a bond in each $M_i$. If $M_i=M_j$ with $i\ne j$, this bond lies in both, against disjointness, so $i\mapsto M_i$ is injective and its image is a set of $d$ Kekulé structures. With no atoms at all the empty skeleton is $d$-regular for every $d$ and factorizes into $d$ copies of the empty structure, while $K(E)=1$, so the bound fails from $d=2$ on. The theorem gives a lower bound and no formula for $K(E)$.

```lean
/-- A `d`-regular alternant skeleton with at least one starred atom has at least `d` Kekulé
structures. -/
theorem le_kekuleCount [Nonempty α] (h : IsValenceRegular E d) : d ≤ kekuleCount E := by
  obtain ⟨M, hM, hD, _⟩ := exists_factorization h
  -- disjoint non-empty structures are distinct
  have inj : Function.Injective M := fun i j hij => by
    by_contra hne
    obtain ⟨b, hb, _⟩ := (hM i).2.1 (Classical.arbitrary α)
    have hb' : (Classical.arbitrary α, b) ∈ M i := hb
    exact Finset.disjoint_left.1 (hD i j hne) hb' (by rw [← hij]; exact hb')
  have hc : (univ.image M).card = d := by
    rw [card_image_of_injective _ inj, card_univ, Fintype.card_fin]
  unfold kekuleCount
  refine hc.ge.trans (card_le_card ?_)
  intro N hN
  obtain ⟨i, _, rfl⟩ := mem_image.1 hN
  simp only [mem_filter, mem_powerset]
  exact ⟨(hM i).1, hM i⟩
```

## The cube is trivalent

In `cube` both classes carry labels $0,1,2,3$, and starred $a$ is bonded to unstarred $b$ when $a\ne b$. Each atom then has $4-1=3$ partners, which `decide` confirms by enumeration, so this eight-atom skeleton satisfies the hypothesis of `trivalent_bond_double`. It serves as a graph showing that the hypothesis can be met; with all its faces four-membered rings it is not offered as a realistic conjugated molecule.

```lean
/-- The cube skeleton is trivalent. -/
theorem cube_witness : IsValenceRegular cube 3 := by
  constructor <;> decide

end AlternantKekule
```

```lean
#print axioms AlternantKekule.regular_iff_factorization
#print axioms AlternantKekule.trivalent_bond_double
#print axioms AlternantKekule.le_kekuleCount
```

```
'AlternantKekule.regular_iff_factorization' depends on axioms: [propext, Classical.choice, Quot.sound]
'AlternantKekule.trivalent_bond_double' depends on axioms: [propext, Classical.choice, Quot.sound]
'AlternantKekule.le_kekuleCount' depends on axioms: [propext, Classical.choice, Quot.sound]
```
